# The shifted Sternheimer equation in a finite eigenbasis: unique solution and gap bound

## States, projector and shifted operator

Let $V$ be a complex inner product space with a finite orthonormal basis $v_i$, and let $H$ be a linear operator on $V$. The inner product $\langle x,y\rangle$, written `inner ℂ x y`, is conjugate-linear in its first argument. A set `occ` of indices marks the occupied states; the others are empty. Occupations are therefore 0 or 1, and the definition does not require the occupied states to be the lowest ones.

In Lean 4 with Mathlib:

```lean
import Mathlib

open Finset

namespace SternheimerResponse

noncomputable section

variable {ι V : Type*} [Fintype ι] [DecidableEq ι] [NormedAddCommGroup V]
  [InnerProductSpace ℂ V]
```

The projector on the occupied states is $Px=\sum_{i\in\mathrm{occ}}\langle v_i,x\rangle v_i$.

```lean
/-- The projector on the occupied states, `P x = ∑ ⟨o, x⟩ o`. -/
def occProj (v : OrthonormalBasis ι ℂ V) (occ : Finset ι) : V →ₗ[ℂ] V where
  toFun x := ∑ i ∈ occ, inner ℂ (v i) x • v i
  map_add' x y := by simp only [inner_add_right, add_smul, sum_add_distrib]
  map_smul' c x := by simp only [inner_smul_right, mul_smul, smul_sum, RingHom.id_apply]
```

With a real reference energy $\mu$ and a real shift $\alpha$, the operator to be inverted is $A=H-\mu+\alpha P$.

```lean
/-- The shifted Sternheimer operator `H - μ + α P`. -/
def sternheimerOp (H : V →ₗ[ℂ] V) (v : OrthonormalBasis ι ℂ V) (occ : Finset ι)
    (μ α : ℝ) : V →ₗ[ℂ] V :=
  H - (μ : ℂ) • LinearMap.id + (α : ℂ) • occProj v occ
```

When the $v_i$ are eigenvectors of $H$ with energies $\varepsilon_i$, the eigenvalues of $A$ will be $s_i=\varepsilon_i-\mu+\alpha$ for occupied states and $s_i=\varepsilon_i-\mu$ for empty ones.

```lean
/-- The energy of state `i` relative to `μ`, raised by `α` if the state is occupied. -/
def shiftedEnergy (ε : ι → ℝ) (occ : Finset ι) (μ α : ℝ) (i : ι) : ℝ :=
  ε i - μ + if i ∈ occ then α else 0
```

For a source vector $b$, the candidate solution of $Ax=-(1-P)b$ is the sum over empty states

$$x_b=-\sum_{i\notin\mathrm{occ}}\frac{\langle v_i,b\rangle}{\varepsilon_i-\mu}\,v_i .$$

```lean
/-- The sum over empty states `-∑ ⟨e, b⟩ e / (ε_e - μ)`. -/
def response (v : OrthonormalBasis ι ℂ V) (ε : ι → ℝ) (occ : Finset ι) (μ : ℝ) (b : V) : V :=
  -∑ i ∈ occᶜ, (inner ℂ (v i) b / ((ε i - μ : ℝ) : ℂ)) • v i
```

When $\mu$ is the energy of an occupied orbital and $b$ is a static perturbation operator applied to that orbital, the solution is the part of the orbital's first-order change that lies in the empty states. Linear-response calculations such as those of NMR shieldings solve equations of this form; here $H$ is a fixed one-particle operator on a finite-dimensional space, $b$ is arbitrary, and no self-consistent change of the potential is included.

## The basis diagonalises $H$

The hypothesis `hH` says $Hv_i=\varepsilon_i v_i$ with real $\varepsilon_i$. Physically, the orbitals that define $P$ are exact stationary states of $H$. A Hermitian operator in finite dimension always has such a basis, which is taken here as given; conversely, the hypothesis makes $H$ Hermitian.

By hand, write $c_i=\langle v_i,x\rangle$, so that $x=\sum_j c_jv_j$. If $Av_j=s_jv_j$, then

$$\langle v_i,Ax\rangle=\sum_j s_jc_j\langle v_i,v_j\rangle=s_ic_i .$$

`inner_diag` follows the same route: it expands $x$ in the basis and lets orthonormality collapse the sum.

```lean
/-- An operator diagonal in an orthonormal basis multiplies each coefficient of a state
by the corresponding eigenvalue. -/
theorem inner_diag (v : OrthonormalBasis ι ℂ V) {A : V →ₗ[ℂ] V} {s : ι → ℝ}
    (hA : ∀ i, A (v i) = (s i : ℂ) • v i) (i : ι) (x : V) :
    inner ℂ (v i) (A x) = (s i : ℂ) * inner ℂ (v i) x := by
  conv_lhs => rw [← v.sum_repr' x]
  simp only [map_sum, map_smul, hA, inner_sum, inner_smul_right,
    orthonormal_iff_ite.mp v.orthonormal, mul_ite, mul_one, mul_zero, sum_ite_eq,
    mem_univ, if_true]
  ring
```

Inserting the complete basis between $x$ and $Ax$ gives a real number, which is the expectation value of $A$ when $\|x\|=1$:

$$\langle x,Ax\rangle=\sum_i\overline{c_i}\,s_ic_i=\sum_i s_i|c_i|^2 .$$

```lean
/-- For an operator `A` diagonal in an orthonormal basis with real eigenvalues, the real part of
`⟨x, A x⟩` is the sum of the eigenvalues weighted by the squared moduli of the coefficients of `x`.
-/
theorem expectation_diag (v : OrthonormalBasis ι ℂ V) {A : V →ₗ[ℂ] V} {s : ι → ℝ}
    (hA : ∀ i, A (v i) = (s i : ℂ) • v i) (x : V) :
    (inner ℂ x (A x)).re = ∑ i, s i * ‖inner ℂ (v i) x‖ ^ 2 := by
  rw [← v.sum_inner_mul_inner x (A x), Complex.re_sum]
  refine sum_congr rfl fun i _ => ?_
  rw [inner_diag v hA, ← inner_conj_symm x (v i)]
  have h (z : ℂ) : (starRingEnd ℂ) z * ((s i : ℂ) * z) = ((s i * ‖z‖ ^ 2 : ℝ) : ℂ) := by
    push_cast
    rw [← Complex.conj_mul']
    ring
  rw [h, Complex.ofReal_re]
```

For the identity operator every $s_i$ is 1, and this becomes Parseval's identity $\|x\|^2=\sum_i|c_i|^2$.

```lean
private theorem parseval (v : OrthonormalBasis ι ℂ V) (x : V) :
    ‖x‖ ^ 2 = ∑ i, ‖inner ℂ (v i) x‖ ^ 2 := by
  have h := expectation_diag v (A := LinearMap.id) (s := fun _ => 1) (by simp) x
  simp only [LinearMap.id_apply, one_mul] at h
  rw [← h]
  exact (inner_self_eq_norm_sq (𝕜 := ℂ) x).symm
```

Two vectors with the same coefficients are equal, so an operator equation can be checked one coefficient at a time.

```lean
omit [DecidableEq ι] in
private theorem eq_of_coeff (v : OrthonormalBasis ι ℂ V) {x y : V}
    (h : ∀ i, inner ℂ (v i) x = inner ℂ (v i) y) : x = y := by
  calc x = ∑ i, inner ℂ (v i) x • v i := (v.sum_repr' x).symm
    _ = ∑ i, inner ℂ (v i) y • v i := by simp only [h]
    _ = y := v.sum_repr' y
```

The next three lemmas supply the coefficients that are needed. The projector keeps $\langle v_i,x\rangle$ for occupied $i$ and removes it for empty $i$. The vector $x_b$ has coefficient 0 on occupied states and $-\langle v_i,b\rangle/(\varepsilon_i-\mu)$ on empty ones.

```lean
private theorem occProj_basis (v : OrthonormalBasis ι ℂ V) (occ : Finset ι) (i : ι) :
    occProj v occ (v i) = if i ∈ occ then v i else 0 := by
  simp [occProj, orthonormal_iff_ite.mp v.orthonormal, ite_smul]

private theorem inner_occProj (v : OrthonormalBasis ι ℂ V) (occ : Finset ι) (i : ι) (x : V) :
    inner ℂ (v i) (occProj v occ x) = if i ∈ occ then inner ℂ (v i) x else 0 := by
  rw [inner_diag v (s := fun j => if j ∈ occ then 1 else 0)
    (by intro j; rw [occProj_basis]; by_cases h : j ∈ occ <;> simp [h])]
  by_cases h : i ∈ occ <;> simp [h]

private theorem inner_response (v : OrthonormalBasis ι ℂ V) (ε : ι → ℝ) (occ : Finset ι)
    (μ : ℝ) (b : V) (i : ι) : inner ℂ (v i) (response v ε occ μ b) =
      if i ∈ occ then 0 else -(inner ℂ (v i) b / ((ε i - μ : ℝ) : ℂ)) := by
  simp only [response, inner_neg_right, inner_sum, inner_smul_right,
    orthonormal_iff_ite.mp v.orthonormal, mul_ite, mul_one, mul_zero, sum_ite_eq, mem_compl]
  by_cases h : i ∈ occ <;> simp [h]
```

Since $H$ and $P$ are diagonal in the same basis, so is $A$:

$$Av_i=(\varepsilon_i-\mu)v_i+\alpha Pv_i=s_iv_i .$$

```lean
variable {H : V →ₗ[ℂ] V} {v : OrthonormalBasis ι ℂ V} {ε : ι → ℝ} {occ : Finset ι}

/-- If every basis state `v i` is an eigenstate of `H` with energy `ε i`, then every `v i` is an
eigenstate of `H - μ + α P`, with the shifted energy. -/
theorem sternheimerOp_basis (hH : ∀ i, H (v i) = (ε i : ℂ) • v i) (μ α : ℝ) (i : ι) :
    sternheimerOp H v occ μ α (v i) = (shiftedEnergy ε occ μ α i : ℂ) • v i := by
  simp only [sternheimerOp, LinearMap.add_apply, LinearMap.sub_apply, LinearMap.smul_apply,
    LinearMap.id_apply, hH, occProj_basis, shiftedEnergy]
  split_ifs <;> push_cast <;> module
```

If $P$ were built from approximate orbitals, $H$ could couple occupied and empty states. The equations for the coefficients would then no longer separate, and the formula for $x_b$ would in general fail.

## Lower bounds on the empty and raised occupied energies

Suppose that $\varepsilon_i-\mu\ge g$ for every empty state and $\varepsilon_i-\mu+\alpha\ge a$ for every occupied one. The first condition, `hempty`, is an energy gap between $\mu$ and the empty states. The second, `hocc`, says that the shift has lifted the occupied states far enough. If $\mu$ is itself an occupied energy, any $\alpha$ larger than the spread of the occupied energies makes a positive $a$ possible.

Every $s_i$ is then at least $\min(g,a)$, and

$$\langle x,Ax\rangle=\sum_i s_i|c_i|^2\ge\min(g,a)\sum_i|c_i|^2=\min(g,a)\,\|x\|^2 .$$

Hermiticity needs only that the $s_i$ are real. With $d_i=\langle v_i,y\rangle$,

$$\langle Ax,y\rangle=\sum_i\overline{s_ic_i}\,d_i=\sum_i\overline{c_i}\,s_id_i=\langle x,Ay\rangle .$$

The theorem states both facts for any real $g$ and $a$; when both are positive, $A$ is positive definite. Its proof compares the two sums term by term and uses `hempty` or `hocc` according to whether the state is occupied.

```lean
/-- Let the basis states be eigenstates of `H` with real energies `ε i`. If `g ≤ ε i - μ` for empty
states and `a ≤ ε i - μ + α` for occupied ones, then `H - μ + α P` is Hermitian and bounded below by
`min g a`. -/
theorem sternheimerOp_lower_bound (hH : ∀ i, H (v i) = (ε i : ℂ) • v i) {μ α g a : ℝ}
    (hempty : ∀ i ∉ occ, g ≤ ε i - μ) (hocc : ∀ i ∈ occ, a ≤ ε i - μ + α) :
    (sternheimerOp H v occ μ α).IsSymmetric ∧
      ∀ x, min g a * ‖x‖ ^ 2 ≤ (inner ℂ x (sternheimerOp H v occ μ α x)).re := by
  have hA := sternheimerOp_basis (occ := occ) hH μ α
  constructor
  · intro x y
    rw [← v.sum_inner_mul_inner (sternheimerOp H v occ μ α x) y,
      ← v.sum_inner_mul_inner x (sternheimerOp H v occ μ α y)]
    refine sum_congr rfl fun i _ => ?_
    rw [← inner_conj_symm (sternheimerOp H v occ μ α x) (v i), inner_diag v hA i x,
      inner_diag v hA i y, map_mul, Complex.conj_ofReal, inner_conj_symm]
    ring
  · intro x
    rw [expectation_diag v hA, parseval v x, mul_sum]
    refine sum_le_sum fun i _ => mul_le_mul_of_nonneg_right ?_ (sq_nonneg _)
    by_cases hi : i ∈ occ
    · simpa only [shiftedEnergy, hi, if_true] using (min_le_right g a).trans (hocc i hi)
    · simpa only [shiftedEnergy, hi, if_false, add_zero] using
        (min_le_left g a).trans (hempty i hi)
```

If some raised occupied energy $\varepsilon_i-\mu+\alpha$ is negative, $\langle x,Ax\rangle$ is negative on that state. The equation may still have a unique solution, but $A$ lacks the positive definiteness that the standard conjugate-gradient method assumes.

## A positive gap and no zero among the raised energies

Solving the equation takes less from the occupied states: $\varepsilon_i-\mu+\alpha\ne0$ is enough, with either sign allowed. For the empty states the gap condition is kept, now with $g>0$. Taking the coefficient of $Ax=-(1-P)b$ along $v_i$ gives

$$(\varepsilon_i-\mu+\alpha)\,c_i=0\quad(i\in\mathrm{occ}),\qquad(\varepsilon_i-\mu)\,c_i=-\langle v_i,b\rangle\quad(i\notin\mathrm{occ}).$$

The occupied condition forces $c_i=0$. The gap permits division in the second equation, so $c_i=-\langle v_i,b\rangle/(\varepsilon_i-\mu)$. Hence any solution is $x_b$, and substituting these coefficients back shows that $x_b$ is a solution. The value of $\alpha$ has disappeared from the result.

The gap also controls the size of the response. Since $g/(\varepsilon_i-\mu)\le1$ on empty states,

$$g^2\|x_b\|^2=\sum_{i\notin\mathrm{occ}}\frac{g^2|\langle v_i,b\rangle|^2}{(\varepsilon_i-\mu)^2}\le\sum_i|\langle v_i,b\rangle|^2=\|b\|^2 ,$$

and therefore $\|x_b\|\le\|b\|/g$.

In `sternheimer_solution` the equivalence `↔` contains both existence and uniqueness. The three commented parts of the proof are the three computations above. `hocc` enters only in the uniqueness part, where it cancels the factor in front of an occupied coefficient; `hempty` enters in all three.

```lean
/-- Let the basis states be eigenstates of `H` with energies `ε i`, let every empty energy lie at
least `g > 0` above `μ`, and let `ε i - μ + α ≠ 0` for every occupied state. Then the equation `(H -
μ + α P) x = -(1 - P) b` has the sum over empty states as its one and only solution, and the norm of
that solution is at most `‖b‖ / g`. -/
theorem sternheimer_solution (hH : ∀ i, H (v i) = (ε i : ℂ) • v i) {μ α g : ℝ} (hg : 0 < g)
    (hempty : ∀ i ∉ occ, g ≤ ε i - μ) (hocc : ∀ i ∈ occ, ε i - μ + α ≠ 0) (b : V) :
    (∀ x, sternheimerOp H v occ μ α x = -(b - occProj v occ b) ↔ x = response v ε occ μ b) ∧
      ‖response v ε occ μ b‖ ≤ ‖b‖ / g := by
  have hA := sternheimerOp_basis (occ := occ) hH μ α
  have hpos : ∀ i ∉ occ, 0 < ε i - μ := fun i hi => hg.trans_le (hempty i hi)
  have hne : ∀ i ∉ occ, ((ε i - μ : ℝ) : ℂ) ≠ 0 := fun i hi =>
    Complex.ofReal_ne_zero.mpr (hpos i hi).ne'
  refine ⟨fun x => ⟨fun hx => eq_of_coeff v fun i => ?_, ?_⟩, ?_⟩
  · -- uniqueness: the equation fixes every coefficient of x
    have h : inner ℂ (v i) (sternheimerOp H v occ μ α x) =
        inner ℂ (v i) (-(b - occProj v occ b)) := by rw [hx]
    rw [inner_diag v hA, inner_neg_right, inner_sub_right, inner_occProj] at h
    rw [inner_response]
    by_cases hi : i ∈ occ
    · simp only [shiftedEnergy, hi, if_true, sub_self, neg_zero] at h ⊢
      exact (mul_eq_zero.mp h).resolve_left (Complex.ofReal_ne_zero.mpr (hocc i hi))
    · simp only [shiftedEnergy, hi, if_false, add_zero, sub_zero] at h ⊢
      rw [← neg_div, eq_div_iff (hne i hi), mul_comm]
      exact h
  · -- existence: the sum over states has the right coefficients
    rintro rfl
    refine eq_of_coeff v fun i => ?_
    rw [inner_diag v hA, inner_neg_right, inner_sub_right, inner_occProj, inner_response]
    by_cases hi : i ∈ occ
    · simp only [hi, if_true, sub_self, neg_zero, mul_zero]
    · simp only [shiftedEnergy, hi, if_false, add_zero, sub_zero]
      rw [mul_neg, mul_div_cancel₀ _ (hne i hi)]
  · -- the norm bound, coefficient by coefficient
    rw [le_div_iff₀ hg]
    refine (sq_le_sq₀ (by positivity) (norm_nonneg b)).mp ?_
    rw [mul_pow, parseval v (response v ε occ μ b), parseval v b, sum_mul]
    refine sum_le_sum fun i _ => ?_
    rw [inner_response]
    by_cases hi : i ∈ occ
    · simp only [hi, if_true, norm_zero]
      nlinarith [sq_nonneg ‖inner ℂ (v i) b‖]
    · simp only [hi, if_false]
      rw [norm_neg, norm_div, Complex.norm_real, Real.norm_of_nonneg (hpos i hi).le, ← mul_pow]
      refine pow_le_pow_left₀
        (mul_nonneg (div_nonneg (norm_nonneg _) (hpos i hi).le) hg.le) ?_ 2
      rw [div_mul_eq_mul_div, div_le_iff₀ (hpos i hi)]
      exact mul_le_mul_of_nonneg_left (hempty i hi) (norm_nonneg _)
```

If an empty state lay exactly at $\mu$, its equation would read $0=-\langle v_i,b\rangle$. There would be no solution for a source with a component along that state, and no unique one otherwise.

The constant $1/g$ is the best possible whenever some empty state $v_k$ lies exactly $g$ above $\mu$. With $b=v_k$ a single term survives, $x_b=-v_k/g$, whose norm is $\|v_k\|/g=1/g$. The proof reduces the sum to this term and takes its norm.

```lean
/-- For a source equal to an empty state at distance `g` above `μ`, the norm of the response
equals `‖b‖ / g`. -/
theorem response_bound_attained {μ g : ℝ} (hg : 0 < g) {k : ι} (hk : k ∉ occ)
    (hgap : ε k - μ = g) : ‖response v ε occ μ (v k)‖ = ‖v k‖ / g := by
  have h : response v ε occ μ (v k) = -((1 / (g : ℂ)) • v k) := by
    simp only [response, orthonormal_iff_ite.mp v.orthonormal, ite_div, zero_div, ite_smul,
      zero_smul, sum_ite_eq', mem_compl, hk, not_false_eq_true, if_true, hgap]
  rw [h, norm_neg, norm_smul, norm_div, norm_one, Complex.norm_real, Real.norm_of_nonneg hg.le]
  ring
```

## What the shift removes when $\mu$ is an occupied energy

Now set $\mu=\varepsilon_o$ for an occupied state $v_o$ and leave out $\alpha P$. This is the equation for the response of that orbital before any shift, and the condition on the raised occupied energies fails, because $\varepsilon_o-\mu=0$. Assume only that no empty state has energy $\varepsilon_o$. For any complex $c$,

$$(H-\varepsilon_o)(x_b+cv_o)=(H-\varepsilon_o)x_b=-\sum_{i\notin\mathrm{occ}}\langle v_i,b\rangle v_i=-(1-P)b .$$

The sum over states still solves the equation, but so does $x_b+cv_o$ for every $c$. A shift that leaves no raised occupied energy at zero selects the solution without occupied components.

The proof compares coefficients in three cases: $v_o$ itself, where the factor $\varepsilon_o-\varepsilon_o$ removes $c$; the other occupied states, where both sides are zero; and the empty states, where the denominator cancels.

```lean
/-- Let the basis states be eigenstates of `H`, and let no empty state have the energy `ε o` of the
occupied state `o`. Then, without the shift and at `μ = ε o`, the sum over empty states plus any
multiple of the state `o` solves the equation. -/
theorem unshifted_not_unique (hH : ∀ i, H (v i) = (ε i : ℂ) • v i) {o : ι} (ho : o ∈ occ)
    (hempty : ∀ i ∉ occ, ε i ≠ ε o) (b : V) (c : ℂ) :
    H (response v ε occ (ε o) b + c • v o) - (ε o : ℂ) • (response v ε occ (ε o) b + c • v o)
      = -(b - occProj v occ b) := by
  refine eq_of_coeff v fun i => ?_
  simp only [inner_sub_right, inner_neg_right, inner_smul_right, inner_diag v hH,
    inner_add_right, inner_response, inner_occProj, orthonormal_iff_ite.mp v.orthonormal]
  by_cases hi : i ∈ occ
  · by_cases hio : i = o
    · subst hio
      simp [hi]
    · simp [hi, hio]
  · have hio : i ≠ o := fun h => hi (h ▸ ho)
    have hz := div_mul_cancel₀ (inner ℂ (v i) b)
      (Complex.ofReal_ne_zero.mpr (sub_ne_zero.mpr (hempty i hi)))
    simp only [hi, hio, if_false]
    push_cast at hz ⊢
    linear_combination -hz
```

## Two levels that satisfy the conditions

Take $H=|1\rangle\langle1|-|0\rangle\langle0|$ with state 0 occupied, $\mu=-1$ and $\alpha=1$. The empty state lies $g=2$ above $\mu$, and the raised occupied energy is $-1+1+1=1$. So $A$ has eigenvalues 1 and 2, and the response to $b$ is $-\tfrac12\langle1|b\rangle\,|1\rangle$.

In the code $H$ is written as a difference of two projectors, and the energies are the entries of `![-1, 1]`. The theorem checks the eigenvalue equation, the gap and the occupied condition for this system.

```lean
/-- The two-level Hamiltonian `|1⟩⟨1| - |0⟩⟨0|` with state `0` occupied meets the hypotheses
of `sternheimer_solution` with `μ = -1`, `α = 1` and `g = 2`. -/
theorem sternheimer_witness :
    (∀ i, (occProj (EuclideanSpace.basisFun (Fin 2) ℂ) {1} -
        occProj (EuclideanSpace.basisFun (Fin 2) ℂ) {0}) (EuclideanSpace.basisFun (Fin 2) ℂ i)
        = ((![-1, 1] : Fin 2 → ℝ) i : ℂ) • EuclideanSpace.basisFun (Fin 2) ℂ i) ∧
      (∀ i ∉ ({0} : Finset (Fin 2)), (2 : ℝ) ≤ (![-1, 1] : Fin 2 → ℝ) i - (-1)) ∧
      (∀ i ∈ ({0} : Finset (Fin 2)), (![-1, 1] : Fin 2 → ℝ) i - (-1) + 1 ≠ 0) := by
  refine ⟨fun i => ?_, fun i hi => ?_, fun i hi => ?_⟩
  · rw [LinearMap.sub_apply, occProj_basis, occProj_basis]
    fin_cases i <;> simp
  · have h1 : i = 1 := by
      revert i
      decide
    subst h1
    norm_num
  · rw [mem_singleton] at hi
    subst hi
    norm_num

end

end SternheimerResponse
```

```lean
#print axioms SternheimerResponse.sternheimerOp_lower_bound
#print axioms SternheimerResponse.sternheimer_solution
#print axioms SternheimerResponse.response_bound_attained
#print axioms SternheimerResponse.unshifted_not_unique
```

```
'SternheimerResponse.sternheimerOp_lower_bound' depends on axioms: [propext, Classical.choice, Quot.sound]
'SternheimerResponse.sternheimer_solution' depends on axioms: [propext, Classical.choice, Quot.sound]
'SternheimerResponse.response_bound_attained' depends on axioms: [propext, Classical.choice, Quot.sound]
'SternheimerResponse.unshifted_not_unique' depends on axioms: [propext, Classical.choice, Quot.sound]
```
